# For a box centred at the origin with potential F x, every first-order correction to the ground state gives the same second-order energy

A particle in a one-dimensional box of width `L > 0`, centred at the origin and with hard walls, is perturbed by the potential `F x`. The second-order energy is taken as the integral over the box of the normalised ground state times `F x` times a first-order correction, and the lemma says that any two corrections give the same value. A correction here is a twice differentiable real function that vanishes at the walls and solves the first-order Rayleigh-Schrödinger equation; it need be neither normalised nor orthogonal to the ground state. The proof uses Green's identity: the difference of the two integrands is the derivative of a multiple of the corrections' Wronskian, which is zero at both walls, so the integrals agree.

The first attempt, which Lean rejects:

```lean
import Mathlib

open Real

namespace BoxInField

noncomputable section

/-- The box of width `L`, centred at the origin. -/
abbrev box (L : ℝ) : Set ℝ := Set.Icc (-(L / 2)) (L / 2)

/-- The unperturbed ground state of the box, for `L > 0`. -/
def ground (L x : ℝ) : ℝ := √(2 / L) * Real.cos (π / L * x)

/-- The unperturbed ground-state energy, for nonzero `m` and `L`. -/
def groundEnergy (ħ m L : ℝ) : ℝ := ħ ^ 2 / (2 * m) * (π / L) ^ 2

/-- The first-order energy: the mean of the potential `F x` in the ground state. -/
def firstOrderEnergy (L F : ℝ) : ℝ :=
  ∫ x in (-(L / 2))..(L / 2), ground L x * (F * x) * ground L x

/-- The second-order energy: the matrix element of `F x` between the ground state and `φ`. -/
def secondOrderEnergy (L F : ℝ) (φ : ℝ → ℝ) : ℝ :=
  ∫ x in (-(L / 2))..(L / 2), ground L x * (F * x) * φ x

/-- `φ`, with first and second derivatives `φ'` and `φ''` in the box, vanishes at the walls and
solves the first-order Rayleigh-Schroedinger equation there (for nonzero `m` and `L > 0`). -/
structure IsFirstOrder (ħ m L F : ℝ) (φ φ' φ'' : ℝ → ℝ) : Prop where
  slope : ∀ x ∈ box L, HasDerivWithinAt φ (φ' x) (box L) x
  curvature : ∀ x ∈ box L, HasDerivWithinAt φ' (φ'' x) (box L) x
  equation : ∀ x ∈ box L, -(ħ ^ 2 / (2 * m)) * φ'' x - groundEnergy ħ m L * φ x
    = (firstOrderEnergy L F - F * x) * ground L x
  left_wall : φ (-(L / 2)) = 0
  right_wall : φ (L / 2) = 0

/-- The first-order energy vanishes. -/
theorem firstOrderEnergy_eq_zero (L F : ℝ) : firstOrderEnergy L F = 0 := by
  -- the integrand is odd
  have h := intervalIntegral.integral_comp_neg (a := -(L / 2)) (b := L / 2)
    (fun x => ground L x * (F * x) * ground L x)
  have h2 : ∫ x in (-(L / 2))..(L / 2), ground L (-x) * (F * -x) * ground L (-x)
      = -∫ x in (-(L / 2))..(L / 2), ground L x * (F * x) * ground L x := by
    rw [← intervalIntegral.integral_neg]
    refine intervalIntegral.integral_congr (fun x _ => ?_)
    simp only [ground, mul_neg, Real.cos_neg]
    ring
  rw [neg_neg] at h
  unfold firstOrderEnergy
  linarith

/-- Any two first-order corrections give the same second-order energy. -/
theorem secondOrderEnergy_unique {ħ m L F : ℝ} (hL : 0 < L) {φ φ' φ'' χ χ' χ'' : ℝ → ℝ}
    (hφ : IsFirstOrder ħ m L F φ φ' φ'') (hχ : IsFirstOrder ħ m L F χ χ' χ'') :
    secondOrderEnergy L F φ = secondOrderEnergy L F χ := by
  have hab : -(L / 2) ≤ L / 2 := by linarith
  have hint : ∀ u u' : ℝ → ℝ, (∀ x ∈ box L, HasDerivWithinAt u (u' x) (box L) x) →
      IntervalIntegrable (fun x => ground L x * (F * x) * u x) MeasureTheory.volume
        (-(L / 2)) (L / 2) := fun u u' hu => by
    have hg : Continuous (fun x => ground L x * (F * x)) := by
      unfold ground
      fun_prop
    exact ContinuousOn.intervalIntegrable_of_Icc hab
      (hg.continuousOn.mul (fun x hx => (hu x hx).continuousWithinAt))
  have iφ := hint φ φ' hφ.slope
  have iχ := hint χ χ' hχ.slope
  -- Green's identity: the difference of the integrands is the derivative of a Wronskian
  have hW : ∀ x ∈ box L, HasDerivWithinAt
      (fun x => ħ ^ 2 / (2 * m) * (φ' x * χ x - φ x * χ' x))
      (ground L x * (F * x) * χ x - ground L x * (F * x) * φ x) (box L) x := fun x hx => by
    have h1 := hφ.equation x hx
    have h2 := hχ.equation x hx
    rw [firstOrderEnergy_eq_zero] at h1 h2
    have h := (((hφ.curvature x hx).fun_mul (hχ.slope x hx)).fun_sub
      ((hφ.slope x hx).fun_mul (hχ.curvature x hx))).const_mul (ħ ^ 2 / (2 * m))
    convert h using 1
    linear_combination χ x * h1 - φ x * h2
  have key := intervalIntegral.integral_eq_sub_of_hasDerivAt_of_le hab
    (fun x hx => (hW x hx).continuousWithinAt)
    (fun x hx => (hW x ⟨hx.1.le, hx.2.le⟩).hasDerivAt (Icc_mem_nhds hx.1 hx.2))
    (iχ.sub iφ)
  rw [intervalIntegral.integral_sub iχ iφ] at key
  simp only [hφ.left_wall, hφ.right_wall, hχ.left_wall, hχ.right_wall, mul_zero, zero_mul,
    sub_zero] at key
  unfold secondOrderEnergy
  linarith

end

end BoxInField
```

The compiler's answer:

```
Main.lean:76:23: error(lean.synthInstanceFailed): failed to synthesize instance of type class
  Add (AddCommGroup ℝ)

Hint: Type class instance resolution failures can be inspected with the `set_option trace.Meta.synthInstance true` command.
```

Diagnosis. The message comes from `linear_combination`, but the trouble starts a line earlier, at `convert h using 1`. Besides the values of the derivative, `convert` compares the instance arguments of the two `HasDerivWithinAt` statements. Here it left as a goal an equation between two `AddCommGroup ℝ` structures, which it had failed to identify. `linear_combination` met that goal first and tried to do algebra in the type `AddCommGroup ℝ`, whose elements are group structures and not numbers, so Lean found no addition there.

The repair uses `h.congr_deriv`, which asks only for a proof that the two derivatives are equal. The instances are now matched by unification, which accepts them as equal by definition, and no goal about them is left.

The new goal has the derivative from `h` on the left and the stated one on the right, the reverse of the order `convert` gives. The combination therefore changes sign, from `χ x * h1 - φ x * h2` to `φ x * h2 - χ x * h1`.

Lean accepts the file once it reads:

```diff
@@ -73,6 +73,6 @@
     have h := (((hφ.curvature x hx).fun_mul (hχ.slope x hx)).fun_sub
       ((hφ.slope x hx).fun_mul (hχ.curvature x hx))).const_mul (ħ ^ 2 / (2 * m))
-    convert h using 1
-    linear_combination χ x * h1 - φ x * h2
+    refine h.congr_deriv ?_
+    linear_combination φ x * h2 - χ x * h1
   have key := intervalIntegral.integral_eq_sub_of_hasDerivAt_of_le hab
     (fun x hx => (hW x hx).continuousWithinAt)
```
